# In nonrelativistic hydrogen, Yukawa screening raises 2p above 2s by L²/(2(1+L)⁴) hartree at first order

In atomic units, with r > 0 and a screening parameter L > 0, the 2s and 2p radial densities and the perturbation that turns the Coulomb attraction −1/r into the Yukawa attraction −exp(−L r)/r are

ρ₂ₛ(r) = r² (1 − r/2)² exp(−r)/2

ρ₂ₚ(r) = r⁴ exp(−r)/24

W(r) = (1 − exp(−L r))/r.

The first-order shift of a level is the integral of its density times W over r > 0, written Δ₂ₛ(L) or Δ₂ₚ(L), and the following Lean file computes both shifts and compares them.

```lean
import Mathlib

open MeasureTheory Set

namespace YukawaScreeningSplitting

noncomputable section

/-- The hydrogenic 2s radial density in atomic units. -/
def density2s (r : ℝ) : ℝ := r ^ 2 * (1 - r / 2) ^ 2 * Real.exp (-r) / 2

/-- The hydrogenic 2p radial density in atomic units. -/
def density2p (r : ℝ) : ℝ := r ^ 4 * Real.exp (-r) / 24

/-- The perturbation that turns the Coulomb attraction `-1/r` into the Yukawa
attraction `-exp(-L r)/r`. -/
def yukawaScreening (L r : ℝ) : ℝ := (1 - Real.exp (-(L * r))) / r

/-- The first-order energy shift: the perturbation `W` averaged over the radial density `ρ`. -/
def firstOrderShift (ρ W : ℝ → ℝ) : ℝ := ∫ r in Ioi (0 : ℝ), ρ r * W r

/-- A power of `r` times a decaying exponential is integrable on the half-line. -/
theorem slater_integrable (n : ℕ) {a : ℝ} (ha : 0 < a) :
    IntegrableOn (fun r : ℝ => r ^ n * Real.exp (-(a * r))) (Ioi 0) := by
  have hn : (0 : ℝ) ≤ n := Nat.cast_nonneg n
  have h := integrableOn_rpow_mul_exp_neg_mul_rpow (p := 1) (s := (n : ℝ)) (b := a)
    (by linarith) (by norm_num) ha
  simpa only [Real.rpow_natCast, Real.rpow_one, neg_mul] using h

/-- For `a > 0`, the integral of `r^n exp(-a r)` over the half-line is `n!/a^(n+1)`. -/
theorem slater_integral (n : ℕ) {a : ℝ} (ha : 0 < a) :
    ∫ r in Ioi (0 : ℝ), r ^ n * Real.exp (-(a * r)) = (n.factorial : ℝ) / a ^ (n + 1) := by
  have h := Real.integral_rpow_mul_exp_neg_mul_Ioi
    (show (0 : ℝ) < (n : ℝ) + 1 by positivity) ha
  have hp : (1 / a) ^ ((n : ℝ) + 1) = (1 / a) ^ (n + 1) := by
    exact_mod_cast Real.rpow_natCast (1 / a) (n + 1)
  rw [Real.Gamma_nat_eq_factorial, hp] at h
  simp only [add_sub_cancel_right, Real.rpow_natCast] at h
  rw [h, one_div, inv_pow, div_eq_mul_inv, mul_comm]

/-- For `a > 0`, a cubic in `r` without constant term, times `exp(-a r)`, is integrable on the
half-line, and its integral is given in closed form. -/
theorem cubic_integral (c₁ c₂ c₃ : ℝ) {a : ℝ} (ha : 0 < a) :
    IntegrableOn (fun r : ℝ => (c₁ * r + c₂ * r ^ 2 + c₃ * r ^ 3) * Real.exp (-(a * r)))
      (Ioi 0) ∧
    ∫ r in Ioi (0 : ℝ), (c₁ * r + c₂ * r ^ 2 + c₃ * r ^ 3) * Real.exp (-(a * r))
      = c₁ / a ^ 2 + 2 * c₂ / a ^ 3 + 6 * c₃ / a ^ 4 := by
  have i (n : ℕ) (c : ℝ) : Integrable (fun r : ℝ => c * (r ^ n * Real.exp (-(a * r))))
      (volume.restrict (Ioi 0)) := Integrable.const_mul (slater_integrable n ha) c
  have i12 : Integrable (fun r : ℝ => c₁ * (r ^ 1 * Real.exp (-(a * r)))
      + c₂ * (r ^ 2 * Real.exp (-(a * r)))) (volume.restrict (Ioi 0)) := (i 1 c₁).add (i 2 c₂)
  have e : (fun r : ℝ => (c₁ * r + c₂ * r ^ 2 + c₃ * r ^ 3) * Real.exp (-(a * r)))
      = fun r : ℝ => (c₁ * (r ^ 1 * Real.exp (-(a * r))) + c₂ * (r ^ 2 * Real.exp (-(a * r))))
        + c₃ * (r ^ 3 * Real.exp (-(a * r))) := by
    funext r
    ring
  have f1 : (Nat.factorial 1 : ℝ) = 1 := by norm_num [Nat.factorial]
  have f2 : (Nat.factorial 2 : ℝ) = 2 := by norm_num [Nat.factorial]
  have f3 : (Nat.factorial 3 : ℝ) = 6 := by norm_num [Nat.factorial]
  constructor
  · rw [e]
    exact i12.add (i 3 c₃)
  · rw [e, integral_add i12 (i 3 c₃), integral_add (i 1 c₁) (i 2 c₂), integral_const_mul,
      integral_const_mul, integral_const_mul, slater_integral 1 ha, slater_integral 2 ha,
      slater_integral 3 ha, f1, f2, f3]
    ring

/-- For a density `r (c₁ r + c₂ r² + c₃ r³) exp(-r)` the first-order Yukawa shift is a
convergent integral, with the stated closed form. -/
theorem yukawa_shift {ρ : ℝ → ℝ} (c₁ c₂ c₃ : ℝ)
    (hρ : ∀ r, ρ r = r * (c₁ * r + c₂ * r ^ 2 + c₃ * r ^ 3) * Real.exp (-r))
    {L : ℝ} (hL : 0 < L) :
    IntegrableOn (fun r => ρ r * yukawaScreening L r) (Ioi 0) ∧
    firstOrderShift ρ (yukawaScreening L) = (c₁ + 2 * c₂ + 6 * c₃)
      - (c₁ / (1 + L) ^ 2 + 2 * c₂ / (1 + L) ^ 3 + 6 * c₃ / (1 + L) ^ 4) := by
  obtain ⟨j1, k1⟩ := cubic_integral c₁ c₂ c₃ (one_pos : (0 : ℝ) < 1)
  obtain ⟨j2, k2⟩ := cubic_integral c₁ c₂ c₃ (show 0 < 1 + L by linarith)
  -- the factor 1/r cancels, leaving exponentials with decay rates 1 and 1 + L
  have e : EqOn (fun r : ℝ => (c₁ * r + c₂ * r ^ 2 + c₃ * r ^ 3) * Real.exp (-(1 * r))
      - (c₁ * r + c₂ * r ^ 2 + c₃ * r ^ 3) * Real.exp (-((1 + L) * r)))
      (fun r => ρ r * yukawaScreening L r) (Ioi 0) := by
    intro r hr
    have hr0 : r ≠ 0 := (mem_Ioi.mp hr).ne'
    have hx : Real.exp (-((1 + L) * r)) = Real.exp (-r) * Real.exp (-(L * r)) := by
      rw [← Real.exp_add]
      congr 1
      ring
    have hq : r * yukawaScreening L r = 1 - Real.exp (-(L * r)) := by
      unfold yukawaScreening
      field_simp
    simp only [hρ, one_mul, hx]
    linear_combination (-((c₁ * r + c₂ * r ^ 2 + c₃ * r ^ 3) * Real.exp (-r))) * hq
  constructor
  · exact IntegrableOn.congr_fun (Integrable.sub j1 j2) e measurableSet_Ioi
  · refine (setIntegral_congr_fun measurableSet_Ioi e).symm.trans ?_
    refine (integral_sub j1 j2).trans ?_
    rw [k1, k2]
    ring

/-- The first-order 2s shift under Yukawa screening; the defining integral converges. -/
theorem shift_2s {L : ℝ} (hL : 0 < L) :
    IntegrableOn (fun r => density2s r * yukawaScreening L r) (Ioi 0) ∧
    firstOrderShift density2s (yukawaScreening L)
      = 1 / 4 - (1 / (2 * (1 + L) ^ 2) - 1 / (1 + L) ^ 3 + 3 / (4 * (1 + L) ^ 4)) := by
  obtain ⟨h, k⟩ := yukawa_shift (ρ := density2s) (1 / 2) (-1 / 2) (1 / 8)
    (fun r => by unfold density2s; ring) hL
  refine ⟨h, k.trans ?_⟩
  have ha : 1 + L ≠ 0 := by positivity
  field_simp
  ring

/-- The first-order 2p shift under Yukawa screening; the defining integral converges. -/
theorem shift_2p {L : ℝ} (hL : 0 < L) :
    IntegrableOn (fun r => density2p r * yukawaScreening L r) (Ioi 0) ∧
    firstOrderShift density2p (yukawaScreening L) = 1 / 4 - 1 / (4 * (1 + L) ^ 4) := by
  obtain ⟨h, k⟩ := yukawa_shift (ρ := density2p) 0 0 (1 / 24)
    (fun r => by unfold density2p; ring) hL
  refine ⟨h, k.trans ?_⟩
  have ha : 1 + L ≠ 0 := by positivity
  field_simp
  ring

/-- Yukawa screening raises 2p above 2s at first order, by exactly `L²/(2(1+L)⁴)`. -/
theorem screening_lifts_degeneracy {L : ℝ} (hL : 0 < L) :
    firstOrderShift density2p (yukawaScreening L) - firstOrderShift density2s (yukawaScreening L)
      = L ^ 2 / (2 * (1 + L) ^ 4) ∧
    firstOrderShift density2s (yukawaScreening L)
      < firstOrderShift density2p (yukawaScreening L) := by
  have h : firstOrderShift density2p (yukawaScreening L)
      - firstOrderShift density2s (yukawaScreening L) = L ^ 2 / (2 * (1 + L) ^ 4) := by
    rw [(shift_2p hL).2, (shift_2s hL).2]
    have ha : 1 + L ≠ 0 := by positivity
    field_simp
    ring
  have hpos : 0 < L ^ 2 / (2 * (1 + L) ^ 4) := by positivity
  exact ⟨h, by linarith⟩

/-- The first-order 2p-2s splitting is at most `1/32` hartree, and equals it exactly when
the screening parameter is `L = 1`. -/
theorem splitting_le {L : ℝ} (hL : 0 < L) :
    firstOrderShift density2p (yukawaScreening L) - firstOrderShift density2s (yukawaScreening L)
      ≤ 1 / 32 ∧
    (firstOrderShift density2p (yukawaScreening L)
      - firstOrderShift density2s (yukawaScreening L) = 1 / 32 ↔ L = 1) := by
  rw [(screening_lifts_degeneracy hL).1]
  -- the distance to the bound is a square times a positive factor
  have key : 1 / 32 - L ^ 2 / (2 * (1 + L) ^ 4)
      = (L - 1) ^ 2 * (((1 + L) ^ 2 + 4 * L) / (32 * (1 + L) ^ 4)) := by
    have ha : 1 + L ≠ 0 := by positivity
    field_simp
    ring
  have hq : 0 < ((1 + L) ^ 2 + 4 * L) / (32 * (1 + L) ^ 4) := by positivity
  refine ⟨by linarith [mul_nonneg (sq_nonneg (L - 1)) hq.le], fun h => ?_, fun h => ?_⟩
  · rw [h, sub_self] at key
    rcases mul_eq_zero.mp key.symm with h0 | h0
    · linarith [pow_eq_zero_iff (two_ne_zero) |>.mp h0]
    · exact absurd h0 hq.ne'
  · rw [h]
    norm_num

/-- If each single-term integrand is integrable, the first-order shift of a finite weighted sum of
Yukawa terms is the weighted sum of the shifts. -/
theorem shift_sum {ι : Type*} (s : Finset ι) (c L : ι → ℝ) {ρ : ℝ → ℝ}
    (h : ∀ i ∈ s, IntegrableOn (fun r => ρ r * yukawaScreening (L i) r) (Ioi 0)) :
    firstOrderShift ρ (fun r => ∑ i ∈ s, c i * yukawaScreening (L i) r)
      = ∑ i ∈ s, c i * firstOrderShift ρ (yukawaScreening (L i)) := by
  have e : ∀ r, ρ r * ∑ i ∈ s, c i * yukawaScreening (L i) r
      = ∑ i ∈ s, c i * (ρ r * yukawaScreening (L i) r) := by
    intro r
    rw [Finset.mul_sum]
    exact Finset.sum_congr rfl (fun i _ => by ring)
  simp only [firstOrderShift, e]
  rw [MeasureTheory.integral_finsetSum s (fun i hi => Integrable.const_mul (h i hi) (c i))]
  exact Finset.sum_congr rfl (fun i _ => integral_const_mul _ _)

/-- For a nonempty finite sum of Yukawa terms with positive weights and positive screening
parameters, the first-order 2p-2s splitting is the weighted sum of the single-term splittings, and
it is positive. -/
theorem multi_yukawa_splitting {ι : Type*} (s : Finset ι) (hs : s.Nonempty) (c L : ι → ℝ)
    (hc : ∀ i ∈ s, 0 < c i) (hL : ∀ i ∈ s, 0 < L i) :
    firstOrderShift density2p (fun r => ∑ i ∈ s, c i * yukawaScreening (L i) r)
      - firstOrderShift density2s (fun r => ∑ i ∈ s, c i * yukawaScreening (L i) r)
      = ∑ i ∈ s, c i * (L i ^ 2 / (2 * (1 + L i) ^ 4)) ∧
    0 < ∑ i ∈ s, c i * (L i ^ 2 / (2 * (1 + L i) ^ 4)) := by
  constructor
  · rw [shift_sum s c L (fun i hi => (shift_2p (hL i hi)).1),
      shift_sum s c L (fun i hi => (shift_2s (hL i hi)).1), ← Finset.sum_sub_distrib]
    refine Finset.sum_congr rfl (fun i hi => ?_)
    rw [← mul_sub, (screening_lifts_degeneracy (hL i hi)).1]
  · refine Finset.sum_pos (fun i hi => ?_) hs
    have h1 := hc i hi
    have h2 := hL i hi
    positivity

end

end YukawaScreeningSplitting
```

```lean
#print axioms YukawaScreeningSplitting.screening_lifts_degeneracy
-- 'YukawaScreeningSplitting.screening_lifts_degeneracy' depends on axioms: [propext, Classical.choice, Quot.sound]
#print axioms YukawaScreeningSplitting.splitting_le
-- 'YukawaScreeningSplitting.splitting_le' depends on axioms: [propext, Classical.choice, Quot.sound]
#print axioms YukawaScreeningSplitting.multi_yukawa_splitting
-- 'YukawaScreeningSplitting.multi_yukawa_splitting' depends on axioms: [propext, Classical.choice, Quot.sound]
```

## The splitting, its maximum and sums of Yukawa terms

The theorem `screening_lifts_degeneracy` takes any real L > 0 and states two things. The difference of the shifts is

Δ₂ₚ(L) − Δ₂ₛ(L) = L²/(2(1+L)⁴),

and Δ₂ₛ(L) is strictly smaller than Δ₂ₚ(L). The separate values are given by `shift_2s` and `shift_2p`:

Δ₂ₛ(L) = 1/4 − [1/(2(1+L)²) − 1/(1+L)³ + 3/(4(1+L)⁴)]

Δ₂ₚ(L) = 1/4 − 1/(4(1+L)⁴).

Both theorems also state that the integrand is integrable on the half-line. This matters because Lean assigns the value 0 to an integral that does not converge.

The theorem `splitting_le` bounds the splitting by 1/32 hartree for every L > 0, with equality exactly at L = 1.

The theorem `multi_yukawa_splitting` treats a perturbation built from finitely many terms, labelled by i in a finite set s, with weights cᵢ and screening parameters Lᵢ:

∑ᵢ cᵢ (1 − exp(−Lᵢ r))/r.

If the set is nonempty and all cᵢ and Lᵢ are positive, the splitting equals

∑ᵢ cᵢ Lᵢ²/(2(1+Lᵢ)⁴),

and this sum is positive. The weights need not add up to 1. When they do, the total attraction is −∑ᵢ cᵢ exp(−Lᵢ r)/r, a form used for model potentials of atoms.

## One electron, unit nuclear charge and first order

Lengths are in bohr, energies in hartree, and L is an inverse length. The nuclear charge is 1. In Lean, `density2s` and `density2p` are functions from the reals to the reals that already contain the radial volume factor r², so `firstOrderShift` integrates with plain dr over `Ioi 0`, the open half-line r > 0.

The densities enter as explicit formulas and are not derived from the Schrödinger equation. Their normalization is quickly checked with ∫ rⁿ exp(−r) dr = n!: for 2p the integral is 24/24 = 1, and for 2s it is (2 − 6 + 6)/2 = 1.

Calling the average of W a first-order energy shift is physics put into the definition. It is justified because W is spherically symmetric and therefore mixes neither 2s with 2p nor the three 2p orbitals with one another, although the two levels share the unperturbed energy −1/8. The file contains no error estimate for first-order perturbation theory, and no spin-orbit coupling or other relativistic effect.

Within this one-electron, first-order model, the result shows how a screened potential makes levels of equal principal quantum number depend on angular momentum. The closed forms also provide exact reference values for numerical radial integration of the average of W in the hydrogenic 2s state and in the hydrogenic 2p state.

## Cancelling 1/r leaves two decay rates

The basic integral, for a > 0 and n = 0, 1, 2, …, is

∫ rⁿ exp(−a r) dr = n!/aⁿ⁺¹.

For n = 0 it is 1/a. For n ≥ 1, integration by parts has vanishing boundary terms and gives n/a times the integral with n − 1, so the formula follows by repetition. In the file, `slater_integrable` supplies convergence and `slater_integral` the value. Lean takes the value from Mathlib's Gamma-function integral, specialized from real to natural exponents, and does not repeat the integration by parts.

Linearity then gives, for a cubic without constant term, whose coefficients c₁, c₂, c₃ are not the weights cᵢ of the Yukawa terms,

∫ (c₁ r + c₂ r² + c₃ r³) exp(−a r) dr = c₁/a² + 2c₂/a³ + 6c₃/a⁴.

This is `cubic_integral`. Its proof splits the integrand into three pieces with `integral_add`, which requires each piece to be integrable, and then inserts the factorials 1, 2 and 6.

Both densities contain a factor r that cancels the 1/r in W. Expanding the square in the 2s density gives

ρ₂ₛ(r) = r (r/2 − r²/2 + r³/8) exp(−r)

ρ₂ₚ(r) = r (r³/24) exp(−r).

The coefficients (c₁, c₂, c₃) are therefore (1/2, −1/2, 1/8) for 2s and (0, 0, 1/24) for 2p. For any density ρ of this shape and r > 0,

ρ(r) W(r) = (c₁ r + c₂ r² + c₃ r³) [exp(−r) − exp(−(1+L) r)].

The shift is thus the cubic integral at a = 1 minus the cubic integral at a = 1 + L. This is the content of `yukawa_shift`. There the pointwise identity is called `e`, and it is proved only for r > 0, where division by r is harmless. The step `hq` records r W(r) = 1 − exp(−L r), and `linear_combination` multiplies it by the rest of the density. The identity then carries both integrability and the value of the integral over to the original integrand.

At a = 1 the cubic integral is 1/2 − 1 + 3/4 = 1/4 for 2s and 6/24 = 1/4 for 2p. These are the averages of 1/r, and they are equal. They cancel in the difference, so only the integrals at decay rate a = 1 + L remain:

Δ₂ₚ(L) − Δ₂ₛ(L) = 1/(2a²) − 1/a³ + 3/(4a⁴) − 1/(4a⁴)

= (a² − 2a + 1)/(2a⁴)

= (a − 1)²/(2a⁴)

= L²/(2(1+L)⁴).

In physical terms, the splitting is the amount by which the average Yukawa attraction in 2s exceeds that in 2p. In Lean, `field_simp` and `ring` carry out this algebra after the two shift formulas have been substituted, and `positivity` shows that the result is positive.

## A square behind the bound, and linearity behind the sum

The maximum of the splitting needs no calculus. Putting the difference from 1/32 over a common denominator gives the numerator (1+L)⁴ − 16L², which is a difference of squares:

(1+L)⁴ − 16L² = [(1+L)² − 4L] [(1+L)² + 4L] = (L − 1)² [(1+L)² + 4L].

Hence

1/32 − L²/(2(1+L)⁴) = (L − 1)² [(1+L)² + 4L]/(32(1+L)⁴).

For L > 0 every factor other than (L − 1)² is positive. The right side is therefore nonnegative and vanishes only at L = 1. The identity is `key` in the proof of `splitting_le`, and `hq` there is the positivity of the remaining factor.

For several Yukawa terms, `shift_sum` moves the density inside the finite sum and exchanges sum and integral. It works for any density and any real weights, provided that each single-term integrand is integrable. The theorem `multi_yukawa_splitting` obtains this integrability from `shift_2s` and `shift_2p`, subtracts the two sums term by term and inserts the single-term splitting. A nonempty sum of positive terms is positive, which is the step `Finset.sum_pos`.

## Exact values at L = 1, and what happens without positivity

At L = 1 the decay rate is 1 + L = 2, and the shifts are

Δ₂ₛ(1) = 1/4 − (1/8 − 1/8 + 3/64) = 13/64

Δ₂ₚ(1) = 1/4 − 1/64 = 15/64.

Their difference is 2/64 = 1/32 hartree, the largest value that the splitting takes. The perturbation is not small here: the first-order 2s energy would be −1/8 + 13/64 = 5/64, which is positive. The maximum is therefore a property of the first-order formula and not a prediction for the exact Yukawa levels.

The strict inequality fails at L = 0, where the perturbation vanishes and both shifts are 0. For −1 < L < 0 the factor exp(−L r) grows with r, so the potential no longer describes screening. As a statement about the integrals alone, the closed form remains valid and the strict inequality holds again, but the bound 1/32 can fail. At L = −1/2 the integrals still converge, with decay rate 1/2, and the splitting is (1/4)/(2/16) = 2 hartree, far above 1/32.

For sums of Yukawa terms, the positive weights matter as well. A single term with c = −1 and L = 1 gives the splitting −1/32, which puts 2p below 2s.
